# Phase and Cooper-pair number in the oscillator description of a transmon satisfy [φ, N] = i

For positive Josephson and charging energies, the theorem says that the junction phase φ and the real operator ν, with Cooper-pair number N = iν, satisfy φν − νφ = 1. The operators act on real polynomials, where `X ^ n` is the unnormalised state with n quanta (the normalised one is Xⁿ/√n!), lowering is d/dX and raising is multiplication by X. Phase is z(lower + raise) and ν is (raise − lower)/(2z), with z = (2EC/EJ)^(1/4), so the phase is treated as an oscillator coordinate, not as a periodic angle. The attempt works with the operators themselves: it expands the commutator with `noncomm_ring`, takes out the common factor 1/2, and means to finish with the commutator of lowering and raising.

The failing Lean file:

```lean
import Mathlib

open Polynomial

namespace TransmonLevels

noncomputable section

/-- Linear operators on real polynomials, where `X ^ n` stands for the unnormalised state
with `n` quanta. -/
abbrev FockOp := Module.End ℝ ℝ[X]

/-- The lowering operator `d/dX`. -/
def lower : FockOp := Polynomial.derivative

/-- The raising operator, multiplication by `X`. -/
def raise : FockOp := LinearMap.mulLeft ℝ X

/-- The zero-point amplitude of the phase, `(2 EC / EJ) ^ (1/4)`. -/
def zpf (EJ EC : ℝ) : ℝ := √(√(2 * EC / EJ))

/-- The phase operator across the junction. -/
def phase (EJ EC : ℝ) : FockOp := zpf EJ EC • (lower + raise)

/-- The real operator `ν` for which the Cooper-pair number is `i ν`. -/
def chargeIm (EJ EC : ℝ) : FockOp := (1 / (2 * zpf EJ EC)) • (raise - lower)

/-- A difference of operators acts on a state as the difference of the actions. -/
theorem op_sub_apply (A B : FockOp) (p : ℝ[X]) : (A - B) p = A p - B p :=
  LinearMap.sub_apply A B p

/-- The zero-point amplitude is positive and fixes both the quartic energy scale and the
plasma energy. -/
theorem zpf_scales {EJ EC : ℝ} (hJ : 0 < EJ) (hC : 0 < EC) :
    0 < zpf EJ EC ∧ EJ * zpf EJ EC ^ 4 = 2 * EC ∧
      √(8 * EJ * EC) = 2 * EJ * zpf EJ EC ^ 2 := by
  have h0 : 0 < 2 * EC / EJ := by positivity
  have hz : 0 < zpf EJ EC := Real.sqrt_pos.2 (Real.sqrt_pos.2 h0)
  have h2 : zpf EJ EC ^ 2 = √(2 * EC / EJ) := Real.sq_sqrt (Real.sqrt_nonneg _)
  have h4 : EJ * zpf EJ EC ^ 4 = 2 * EC := by
    have h : zpf EJ EC ^ 4 = 2 * EC / EJ := by
      rw [show zpf EJ EC ^ 4 = (zpf EJ EC ^ 2) ^ 2 by ring, h2, Real.sq_sqrt h0.le]
    rw [h]
    field_simp
  refine ⟨hz, h4, ?_⟩
  rw [show 8 * EJ * EC = (2 * EJ * zpf EJ EC ^ 2) ^ 2 by linear_combination (-4 * EJ) * h4]
  exact Real.sqrt_sq (by positivity)

/-- Phase and Cooper-pair number `N = i ν` are canonically conjugate: `[φ, ν] = 1`. -/
theorem phase_charge_commutator {EJ EC : ℝ} (hJ : 0 < EJ) (hC : 0 < EC) :
    phase EJ EC * chargeIm EJ EC - chargeIm EJ EC * phase EJ EC = 1 := by
  obtain ⟨hz, -, -⟩ := zpf_scales hJ hC
  unfold phase chargeIm
  generalize zpf EJ EC = z at hz ⊢
  have hne := hz.ne'
  have he : z * (1 / (2 * z)) = 1 / 2 := by field_simp
  have hc : (lower + raise) * (raise - lower) - (raise - lower) * (lower + raise)
      = lower * raise + lower * raise - raise * lower - raise * lower := by noncomm_ring
  rw [smul_mul_smul_comm, smul_mul_smul_comm, mul_comm (1 / (2 * z)) z, he, ← smul_sub, hc,
    lower_mul_raise]
  module

end

end TransmonLevels
```

The error:

```
Main.lean:58:73: error: unsolved goals
EJ EC : ℝ
hJ : 0 < EJ
hC : 0 < EC
z : ℝ
hz : 0 < z
hne : z ≠ 0
he : z * (1 / (2 * z)) = 1 / 2
⊢ lower * raise +
      (lower * -1 • lower +
        (raise * -1 • lower + (-1 • (raise * lower) + (-1 • (-1 • lower * lower) + -1 • (-1 • lower * raise))))) =
    2 • (lower * raise) + -2 • (raise * lower)
Main.lean:59:76: error: Tactic `rewrite` failed: Did not find an occurrence of the pattern
  ?r • ?x - ?r • ?y
in the target expression
  (1 / 2) • ((lower + raise) * (raise - lower)) - (1 / 2) • ((raise - lower) * (lower + raise)) = 1

EJ EC : ℝ
hJ : 0 < EJ
hC : 0 < EC
z : ℝ
hz : 0 < z
hne : z ≠ 0
he : z * (1 / (2 * z)) = 1 / 2
hc :
  (lower + raise) * (raise - lower) - (raise - lower) * (lower + raise) =
    lower * raise + lower * raise - raise * lower - raise * lower
⊢ (1 / 2) • ((lower + raise) * (raise - lower)) - (1 / 2) • ((raise - lower) * (lower + raise)) = 1
```

Cause. In the first error, `noncomm_ring` expands the products but leaves factors `-1 •` inside them, as in `lower * -1 • lower`, so like terms are not collected and the goal stays open.

In the second, `← smul_sub` finds no match, though the target visibly has the form `r • x - r • y`. The mismatch must therefore lie in the hidden instance arguments; the message doesn't say which. The last rewrite in the list, `lower_mul_raise`, was never reached, and the file declares no such lemma.

The repair applies both sides to a polynomial `p`, so neither `noncomm_ring` nor `← smul_sub` is needed. `op_sub_apply` turns differences of operators into differences of polynomials, the derivative rules supply the commutator, and `ring` can prove `hc` because polynomials commute. In the final `simp only`, `op_sub_apply` would also split `raise - lower`, and `hc` would no longer match; generalising that difference to `B` prevents this. `map_smul` moves the scalars out, and `match_scalars` leaves equations between real coefficients, which follow by `ring1` or from `he`, that is, z · 1/(2z) = 1/2. Obtaining `hne` directly is mere tidying.

After these edits no error is left:

```diff
@@ -50,14 +50,23 @@
 theorem phase_charge_commutator {EJ EC : ℝ} (hJ : 0 < EJ) (hC : 0 < EC) :
     phase EJ EC * chargeIm EJ EC - chargeIm EJ EC * phase EJ EC = 1 := by
-  obtain ⟨hz, -, -⟩ := zpf_scales hJ hC
+  have hne := (zpf_scales hJ hC).1.ne'
+  have hl : ∀ p, lower p = derivative p := fun _ => rfl
+  have hr : ∀ p, raise p = X * p := fun _ => rfl
+  refine LinearMap.ext fun p => ?_
+  -- the product rule gives the commutator of the two quadratures
+  have hc : (lower + raise) ((raise - lower) p)
+      = (raise - lower) ((lower + raise) p) + (p + p) := by
+    simp only [LinearMap.add_apply, op_sub_apply, hl, hr, derivative_add, derivative_sub,
+      derivative_mul, derivative_X]
+    ring
   unfold phase chargeIm
-  generalize zpf EJ EC = z at hz ⊢
-  have hne := hz.ne'
+  generalize zpf EJ EC = z at hne ⊢
   have he : z * (1 / (2 * z)) = 1 / 2 := by field_simp
-  have hc : (lower + raise) * (raise - lower) - (raise - lower) * (lower + raise)
-      = lower * raise + lower * raise - raise * lower - raise * lower := by noncomm_ring
-  rw [smul_mul_smul_comm, smul_mul_smul_comm, mul_comm (1 / (2 * z)) z, he, ← smul_sub, hc,
-    lower_mul_raise]
-  module
+  generalize 1 / (2 * z) = w at he ⊢
+  generalize lower + raise = A at hc ⊢
+  generalize raise - lower = B at hc ⊢
+  simp only [op_sub_apply, Module.End.mul_apply, Module.End.one_apply, LinearMap.smul_apply,
+    map_smul, hc]
+  match_scalars <;> first | ring1 | linear_combination 2 * he
 
 end
```
